# Reverse-Mode Derivative of a Matrix-Product Overlap at Fixed Auxiliary Fields

In auxiliary-field Monte Carlo, one field configuration turns imaginary-time propagation into a product of matrices between a trial bra and an initial ket. Suppose a parameter s in the Hamiltonian changes every slice. How does the overlap respond while the fields, the bra and the initial ket stay fixed? For finite matrices with entries differentiable at the chosen parameter value, one forward and one backward sweep supply the states needed for the derivative.

```lean
import Mathlib

open Matrix

namespace BackPropagationResponse

noncomputable section

variable {m K : Type*} [Fintype m] [RCLike K]
```

The index type `m` labels a finite orthonormal basis, and `K` is ℝ or ℂ. A state is a coefficient vector `m → K`: one orbital, or a many-body state in a finite basis. Determinant overlaps of several orbitals are not treated.

```lean
/-- The forward state after `k` slices: `f_0 = v` and `f_(k+1) = B_k f_k`. -/
def forward (B : ℕ → Matrix m m K) (v : m → K) : ℕ → (m → K)
  | 0 => v
  | k + 1 => B k *ᵥ forward B v k
```

Slices are counted from zero, and `*ᵥ` is matrix times vector:

f_0 = v, f_(k+1) = B_k f_k.

```lean
/-- The state `g_k` obtained by propagating `u` back from after `n` slices to after `k` slices, for
`k ≤ n`, with transposed slice matrices. -/
def backward (B : ℕ → Matrix m m K) : ℕ → (m → K) → ℕ → (m → K)
  | 0, u, _ => u
  | n + 1, u, k => if k ≤ n then backward B n ((B n)ᵀ *ᵥ u) k else u
```

`backward B n u k` is g_k, the bra vector u carried back from the end of n slices to the point where only the first k have acted. For n+1 slices and k ≤ n, the definition removes the last slice first, replacing u by B_nᵀu.

```lean
/-- The tangent state, propagated forward together with the slice derivatives `B'`:
it starts at zero and obeys `d_(k+1) = B'_k f_k + B_k d_k`. -/
def tangent (B B' : ℕ → Matrix m m K) (v : m → K) : ℕ → (m → K)
  | 0 => 0
  | k + 1 => B' k *ᵥ forward B v k + B k *ᵥ tangent B B' v k
```

The tangent state d_k carries the derivative forward. The matrices B_k' are separate inputs here; later hypotheses make them derivatives.

```lean
/-- A matrix acting on the ket can be moved to the bra as its transpose. -/
theorem transpose_mulVec_dot (A : Matrix m m K) (x y : m → K) :
    (Aᵀ *ᵥ x) ⬝ᵥ y = x ⬝ᵥ (A *ᵥ y) := by
  rw [Matrix.mulVec_transpose, Matrix.dotProduct_mulVec]
```

This is (Aᵀx)ᵀy = xᵀ(Ay). The product `⬝ᵥ` does not conjugate, so a complex bra enters as its row of coefficients, already conjugated.

```lean
/-- Back propagation starts from the given vector: `g_n = u`. -/
theorem backward_last (B : ℕ → Matrix m m K) (n : ℕ) (u : m → K) :
    backward B n u n = u := by
  cases n <;> simp [backward]
```

The backward sweep starts at g_n = u.

```lean
/-- The adjoint recursion `g_k = B_kᵀ g_(k+1)` holds at every slice `k < n`. -/
theorem backward_step (B : ℕ → Matrix m m K) (n : ℕ) (u : m → K) (k : ℕ) (hk : k < n) :
    backward B n u k = (B k)ᵀ *ᵥ backward B n u (k + 1) := by
  induction n generalizing u with
  | zero => omega
  | succ n ih =>
    rcases (by omega : k < n ∨ k = n) with h | h
    · have h1 : k ≤ n := by omega
      have h2 : k + 1 ≤ n := by omega
      simp only [backward, if_pos h1, if_pos h2]
      exact ih _ h
    · subst h
      simp [backward, backward_last]
```

For every k < n,

g_k = B_kᵀ g_(k+1).

The proof adds one slice at a time. If k is the new last slice, the definition and `backward_last` give the relation; otherwise both sides are shorter sweeps starting from B_nᵀu, and the induction hypothesis applies.

```lean
/-- If the slice matrices are differentiable at `t`, each component of the forward state
is differentiable there, and its derivative is that component of the tangent state. -/
theorem forward_hasDerivAt (B : ℝ → ℕ → Matrix m m K) (B' : ℕ → Matrix m m K)
    (v : m → K) (t : ℝ) (n : ℕ)
    (hB : ∀ k < n, ∀ i j, HasDerivAt (fun s => B s k i j) (B' k i j) t) (i : m) :
    HasDerivAt (fun s => forward (B s) v n i) (tangent (B t) B' v n i) t := by
  induction n generalizing i with
  | zero =>
    simp only [forward, tangent, Pi.zero_apply]
    exact hasDerivAt_const t (v i)
  | succ n ih =>
    -- product rule for the last slice acting on the state before it
    have h : HasDerivAt (fun s => ∑ j, B s n i j * forward (B s) v n j)
        (∑ j, (B' n i j * forward (B t) v n j + B t n i j * tangent (B t) B' v n j)) t :=
      HasDerivAt.fun_sum fun j _ =>
        (hB n (Nat.lt_succ_self n) i j).fun_mul (ih (fun k hk => hB k (by omega)) j)
    simpa only [forward, tangent, Matrix.mulVec, dotProduct, Pi.add_apply,
      Finset.sum_add_distrib] using h
```

`HasDerivAt F F' t` says that F has derivative F' at t. In `B s k i j`, s is the parameter, k the slice, and i, j the matrix indices. The hypothesis `hB` concerns only the slices used, at the single point t.

By hand, f_0 = v is constant, so d_0 = 0. The product rule then gives

d/ds Σ_j B_k[i,j] f_k[j] = Σ_j (B_k'[i,j] f_k[j] + B_k[i,j] d_k[j]) = d_(k+1)[i].

Lean's induction does the same, with `fun_mul` as the product rule and `fun_sum` for the sum over j.

```lean
/-- The overlap of `u` with the final tangent state equals the sum over slices of
`g_(k+1)ᵀ B'_k f_k`. -/
theorem tangent_duality (B B' : ℕ → Matrix m m K) (u v : m → K) (n : ℕ) :
    u ⬝ᵥ tangent B B' v n =
      ∑ k ∈ Finset.range n, backward B n u (k + 1) ⬝ᵥ (B' k *ᵥ forward B v k) := by
  induction n generalizing u with
  | zero => simp [tangent]
  | succ n ih =>
    -- the earlier slices see the bra already propagated through slice `n`
    have hs : ∑ k ∈ Finset.range n,
          backward B (n + 1) u (k + 1) ⬝ᵥ (B' k *ᵥ forward B v k) =
        ∑ k ∈ Finset.range n,
          backward B n ((B n)ᵀ *ᵥ u) (k + 1) ⬝ᵥ (B' k *ᵥ forward B v k) := by
      refine Finset.sum_congr rfl fun k hk => ?_
      have h : k + 1 ≤ n := Finset.mem_range.mp hk
      simp only [backward, if_pos h]
    rw [Finset.sum_range_succ, hs, backward_last, ← ih, transpose_mulVec_dot]
    simp only [tangent, dotProduct_add]
    ring
```

The claim is

uᵀd_n = Σ_(k<n) g_(k+1)ᵀ B_k' f_k.

For no slices both sides vanish. With n+1 slices,

uᵀd_(n+1) = uᵀB_n' f_n + (B_nᵀu)ᵀd_n.

The first term is the k = n contribution, since g_(n+1) = u. The second is the n-slice problem with bra B_nᵀu, and supplies the remaining terms.

The proof turns on `induction n generalizing u`. Plain induction would give a hypothesis `ih` for the original u only, while the second term needs it for B_nᵀu. With `generalizing u`, `ih` holds for every bra. The step `hs` puts the earlier terms in the form that `ih` recognises.

```lean
variable [DecidableEq m]

/-- The ordered product `B_(n-1) ⋯ B_1 B_0` of the first `n` slice matrices. -/
def propagator (B : ℕ → Matrix m m K) : ℕ → Matrix m m K
  | 0 => 1
  | n + 1 => B n * propagator B n
```

The propagator is P_0 = 1, P_(n+1) = B_n P_n, with later slices on the left.

```lean
/-- The forward state is the propagator applied to the initial state. -/
theorem forward_eq_propagator (B : ℕ → Matrix m m K) (v : m → K) (n : ℕ) :
    forward B v n = propagator B n *ᵥ v := by
  induction n with
  | zero => simp [forward, propagator]
  | succ n ih => simp only [forward, propagator, ih, Matrix.mulVec_mulVec]
```

Induction and associativity give f_n = P_n v.

```lean
/-- The overlap `g_kᵀ f_k` of the back-propagated and forward states equals the full
overlap `uᵀ B_(n-1) ⋯ B_0 v` at every slice `k ≤ n`. -/
theorem overlap_slice_independent (B : ℕ → Matrix m m K) (u v : m → K) (n k : ℕ)
    (hk : k ≤ n) :
    backward B n u k ⬝ᵥ forward B v k = u ⬝ᵥ (propagator B n *ᵥ v) := by
  induction n generalizing u with
  | zero =>
    obtain rfl : k = 0 := by omega
    rw [backward_last, forward_eq_propagator]
  | succ n ih =>
    rcases (by omega : k ≤ n ∨ k = n + 1) with h | h
    · simp only [backward, if_pos h]
      rw [ih _ h, transpose_mulVec_dot, Matrix.mulVec_mulVec]
      rfl
    · subst h
      rw [backward_last, forward_eq_propagator]
```

For k < n,

g_kᵀf_k = (B_kᵀg_(k+1))ᵀf_k = g_(k+1)ᵀB_k f_k = g_(k+1)ᵀf_(k+1),

so the overlap is the same at every slice and equals uᵀP_n v. Lean reaches this by induction on n, again with u free.

```lean
/-- Reverse-mode response at fixed fields: the derivative of `uᵀ B_(n-1) ⋯ B_0 v` with
respect to a real parameter is the sum over slices of `g_(k+1)ᵀ B'_k f_k`. -/
theorem overlap_hasDerivAt (B : ℝ → ℕ → Matrix m m K) (B' : ℕ → Matrix m m K)
    (u v : m → K) (t : ℝ) (n : ℕ)
    (hB : ∀ k < n, ∀ i j, HasDerivAt (fun s => B s k i j) (B' k i j) t) :
    HasDerivAt (fun s => u ⬝ᵥ (propagator (B s) n *ᵥ v))
      (∑ k ∈ Finset.range n,
        backward (B t) n u (k + 1) ⬝ᵥ (B' k *ᵥ forward (B t) v k)) t := by
  rw [← tangent_duality]
  simp only [← forward_eq_propagator]
  have h : HasDerivAt (fun s => ∑ i, u i * forward (B s) v n i)
      (∑ i, u i * tangent (B t) B' v n i) t :=
    HasDerivAt.fun_sum fun i _ => (forward_hasDerivAt B B' v t n hB i).const_mul (u i)
  exact h
```

This is the main result. Since u is fixed,

d/ds uᵀP_n v = d/ds uᵀf_n = uᵀd_n = Σ_(k<n) g_(k+1)ᵀ B_k' f_k,

evaluated at s = t. Lean rewrites the sum as uᵀd_n, replaces P_n v by f_n, and differentiates component by component. The response of the field sampling, or of a constraint on the walkers, is not included.

```lean
/-- For real matrices and a non-zero overlap, the derivative of the logarithm of the
absolute overlap is the reverse-mode sum divided by the overlap. -/
theorem log_overlap_hasDerivAt (B : ℝ → ℕ → Matrix m m ℝ) (B' : ℕ → Matrix m m ℝ)
    (u v : m → ℝ) (t : ℝ) (n : ℕ)
    (hB : ∀ k < n, ∀ i j, HasDerivAt (fun s => B s k i j) (B' k i j) t)
    (h0 : u ⬝ᵥ (propagator (B t) n *ᵥ v) ≠ 0) :
    HasDerivAt (fun s => Real.log |u ⬝ᵥ (propagator (B s) n *ᵥ v)|)
      ((∑ k ∈ Finset.range n,
        backward (B t) n u (k + 1) ⬝ᵥ (B' k *ᵥ forward (B t) v k)) /
          (u ⬝ᵥ (propagator (B t) n *ᵥ v))) t := by
  simp only [Real.log_abs]
  exact (overlap_hasDerivAt B B' u v t n hB).log h0
```

For real matrices and non-zero overlap W = uᵀP_n v, the chain rule gives d/ds log|W| = W'/W. The phase of a complex overlap is not addressed.

```lean
/-- If a source factor `1 + s O` is inserted directly after slice `j`, the derivative of
the overlap at `s = 0` is the matrix element `g_(j+1)ᵀ O f_(j+1)`. -/
theorem source_response (B : ℕ → Matrix m m K) (O : Matrix m m K) (u v : m → K)
    (n j : ℕ) (hj : j < n) :
    HasDerivAt
      (fun s : ℝ => u ⬝ᵥ
        (propagator (Function.update B j ((1 + s • O) * B j)) n *ᵥ v))
      (backward B n u (j + 1) ⬝ᵥ (O *ᵥ forward B v (j + 1))) 0 := by
  have h0 : Function.update B j ((1 + (0 : ℝ) • O) * B j) = B := by simp
  -- only slice `j` depends on the source strength
  have hB : ∀ k < n, ∀ i l, HasDerivAt
      (fun s : ℝ => Function.update B j ((1 + s • O) * B j) k i l)
      ((if k = j then O * B j else 0 : Matrix m m K) i l) 0 := by
    intro k _ i l
    by_cases hk : k = j
    · subst hk
      have h := ((hasDerivAt_id' (0 : ℝ)).smul_const ((O * B k) i l)).const_add (B k i l)
      simpa [add_mul] using h
    · simp only [Function.update_of_ne hk, if_neg hk, Matrix.zero_apply]
      exact hasDerivAt_const _ _
  have h := overlap_hasDerivAt
    (fun s : ℝ => Function.update B j ((1 + s • O) * B j))
    (fun k => if k = j then O * B j else 0) u v 0 n hB
  simp only [h0] at h
  convert h using 1
  rw [Finset.sum_eq_single j]
  · simp [forward, Matrix.mulVec_mulVec]
  · intro k _ hk
    simp [hk]
  · intro hj'
    exact absurd (Finset.mem_range.mpr hj) hj'

end

end BackPropagationResponse
```

`Function.update` replaces slice j alone by (1 + sO)B_j. Its derivative at s = 0 is OB_j, and all other slice derivatives vanish. One term survives, selected by `Finset.sum_eq_single`:

g_(j+1)ᵀ O B_j f_j = g_(j+1)ᵀ O f_(j+1).

Divided by the overlap g_(j+1)ᵀf_(j+1), when that is non-zero, this is the normalised back-propagated estimate of O for a single vector on one fixed field path.

```lean
#print axioms BackPropagationResponse.backward_step
#print axioms BackPropagationResponse.overlap_slice_independent
#print axioms BackPropagationResponse.log_overlap_hasDerivAt
#print axioms BackPropagationResponse.source_response
```

```
'BackPropagationResponse.backward_step' depends on axioms: [propext, Classical.choice, Quot.sound]
'BackPropagationResponse.overlap_slice_independent' depends on axioms: [propext, Classical.choice, Quot.sound]
'BackPropagationResponse.log_overlap_hasDerivAt' depends on axioms: [propext, Classical.choice, Quot.sound]
'BackPropagationResponse.source_response' depends on axioms: [propext, Classical.choice, Quot.sound]
```
